# Random-sign estimates of the per-site Chebyshev moments of a real symmetric n × n matrix with spectrum in [−1,1] have variance at most 2/n

## The density of states from one random vector

The density of states of a large tight-binding model can be expanded in Chebyshev polynomials T_k. For a Hamiltonian H on n sites with eigenvalues λ_i, shifted and scaled into [−1,1], the coefficients follow from the moments

μ_k = (1/n) Σ_i T_k(λ_i) = tr T_k(H) / n.

Summing the trace term by term takes all n diagonal elements of T_k(H). A stochastic estimate draws a vector z whose entries are independent signs, +1 or −1 with equal probability, and uses

X_k = zᵀ T_k(H) z / n.

How far does X_k scatter from one z to another? For finite real symmetric H, its variance is at most 2/n at every order k, so the guarantee for a single vector improves as the system grows. This bears on kernel polynomial calculations, one moment at a time; complex Hermitian H, as can arise in a magnetic field, is outside the statement proved here.

## Spin averages and the variance

Let E denote the average over all 2ⁿ sign vectors, and write A = T_k(H), which is symmetric. Since z_i² = 1,

zᵀAz = tr A + Σ_{i≠j} A_ij z_i z_j.

Call the entries of z spins; they are random signs, not electron spins. Flipping one spin permutes the sign vectors, so a quantity that is odd under the flip averages to zero. Hence E[z_i z_j] = δ_ij, and E[X_k] = tr A / n.

For i ≠ j and a ≠ b,

E[z_i z_j z_a z_b] = δ_ia δ_jb + δ_ib δ_ja.

Indeed, if i is neither a nor b, then z_i is unpaired and the average vanishes. If i = a, the factor z_i² drops out and leaves E[z_j z_b] = δ_jb; the case i = b is similar. Therefore

Var(zᵀAz) = Σ_{i≠j} (A_ij² + A_ij A_ji) = 2 Σ_{i≠j} A_ij² ≤ 2 Σ_{i,j} A_ij² = 2 tr A².

## The spectral bound

An eigenvector of H with eigenvalue λ_i is an eigenvector of p(H) with eigenvalue p(λ_i), for any polynomial p. Taking p = T_k² and λ_i = cos θ_i gives

tr A² = Σ_i T_k(λ_i)² = Σ_i cos²(kθ_i) ≤ n.

Dividing the variance by n² yields

Var(X_k) ≤ 2n/n² = 2/n.

For ε > 0, the indicator of |X_k − μ_k| ≥ ε never exceeds (X_k − μ_k)²/ε². Averaging shows that at most a fraction 2/(nε²) of the sign vectors miss μ_k by ε or more.

## Dimers attain the bound

Let σ pair all sites into dimers, with hopping amplitude 1 within each pair and no other matrix elements. Then H² = 1, so the eigenvalues lie in {−1, 1}. Since T_1(H) = H has n off-diagonal elements equal to 1, Var(X_1) = 2n/n² = 2/n.

## The statement in Lean

The finite type `ι` is the set of sites, `Fintype.card ι` is n, and `[Nonempty ι]` says n ≥ 1. A sign configuration is `s : ι → ℤˣ`, and `vec s` is the real vector z (not a matrix flattened into a column). `mean` weights all configurations equally, and `variance` is the mean squared deviation from that mean. The word "self-averaging" in the code refers to the random signs at fixed H, not to disorder in H. `aeval H (Chebyshev.T ℝ k)` is T_k(H), with k any integer; negative indices repeat the positive ones.

The hypothesis `hspec` places the spectrum in [−1,1]. Physically, it stands for the rescaling of the Hamiltonian by known bounds on its band edges. A program draws its signs from a pseudorandom generator; that they behave as independent, equally likely signs is an assumption outside the theorem.

```lean
import Mathlib

open Matrix Polynomial

namespace ChebyshevSelfAveraging

noncomputable section

variable {ι : Type*} [Fintype ι] [DecidableEq ι]

/-- The real vector with entries `1` or `-1` given by a choice of sign on each site. -/
def vec (s : ι → ℤˣ) (i : ι) : ℝ := ((s i : ℤ) : ℝ)

/-- The average of `f` over all sign vectors with equal weights. -/
def mean (f : (ι → ℤˣ) → ℝ) : ℝ := (∑ s, f s) / (Fintype.card (ι → ℤˣ) : ℝ)

/-- The variance of `f` over uniform sign vectors. -/
def variance (f : (ι → ℤˣ) → ℝ) : ℝ := mean (fun s => (f s - mean f) ^ 2)

/-- The quadratic form `zᵀ A z` at a sign vector `z`. -/
def quad (A : Matrix ι ι ℝ) (s : ι → ℤˣ) : ℝ := vec s ⬝ᵥ A *ᵥ vec s

/-- The matrix elements of `A` with the diagonal removed, indexed by pairs of sites. -/
def offDiag (A : Matrix ι ι ℝ) (p : ι × ι) : ℝ := if p.1 = p.2 then 0 else A p.1 p.2

/-- The per-site estimator `zᵀ T_k(H) z / n` of the `k`-th Chebyshev moment, for `n ≥ 1` sites. -/
def chebEstimator (H : Matrix ι ι ℝ) (k : ℤ) (s : ι → ℤˣ) : ℝ :=
  quad (aeval H (Chebyshev.T ℝ k)) s / (Fintype.card ι : ℝ)

omit [Fintype ι] [DecidableEq ι] in
private lemma vec_sq (s : ι → ℤˣ) (i : ι) : vec s i * vec s i = 1 := by
  rcases Int.units_eq_one_or (s i) with h | h <;> simp [vec, h]

omit [Fintype ι] in
private lemma vec_flip (s : ι → ℤˣ) (i j : ι) :
    vec (s * Pi.mulSingle i (-1)) j = if j = i then -vec s j else vec s j := by
  by_cases h : j = i
  · subst h
    simp [vec]
  · simp [vec, h]

private lemma mean_const (c : ℝ) : mean (fun _ : ι → ℤˣ => c) = c := by
  have h : (Fintype.card (ι → ℤˣ) : ℝ) ≠ 0 := Nat.cast_ne_zero.mpr Fintype.card_ne_zero
  unfold mean
  rw [Finset.sum_const, Finset.card_univ, nsmul_eq_mul, mul_div_cancel_left₀ _ h]

private lemma mean_add (f g : (ι → ℤˣ) → ℝ) :
    mean (fun s => f s + g s) = mean f + mean g := by
  simp only [mean, Finset.sum_add_distrib, add_div]

private lemma mean_sum {α : Type*} (t : Finset α) (f : α → (ι → ℤˣ) → ℝ) :
    mean (fun s => ∑ a ∈ t, f a s) = ∑ a ∈ t, mean (f a) := by
  unfold mean
  rw [Finset.sum_comm, Finset.sum_div]

private lemma mean_mul_left (c : ℝ) (f : (ι → ℤˣ) → ℝ) :
    mean (fun s => c * f s) = c * mean f := by
  simp only [mean, ← Finset.mul_sum, mul_div_assoc]

private lemma mean_div (f : (ι → ℤˣ) → ℝ) (c : ℝ) :
    mean (fun s => f s / c) = mean f / c := by
  simp only [mean, ← Finset.sum_div]
  ring

private lemma variance_div (f : (ι → ℤˣ) → ℝ) (c : ℝ) :
    variance (fun s => f s / c) = variance f / c ^ 2 := by
  unfold variance
  rw [mean_div f c, ← mean_div (fun s => (f s - mean f) ^ 2) (c ^ 2)]
  simp only [← sub_div, div_pow]

/-- A quantity that changes sign when the spin on one site is flipped averages to zero. -/
theorem mean_eq_zero_of_flip (f : (ι → ℤˣ) → ℝ) (i : ι)
    (h : ∀ s, f (s * Pi.mulSingle i (-1)) = -f s) : mean f = 0 := by
  have e := Equiv.sum_comp (Equiv.mulRight (Pi.mulSingle i (-1) : ι → ℤˣ)) f
  simp only [Equiv.coe_mulRight, h, Finset.sum_neg_distrib] at e
  have h0 : ∑ s, f s = 0 := by linarith
  simp [mean, h0]

private lemma two_point (i j : ι) :
    mean (fun s => vec s i * vec s j) = if i = j then 1 else 0 := by
  by_cases h : i = j
  · subst h
    simp only [vec_sq, mean_const, if_true]
  · rw [if_neg h]
    exact mean_eq_zero_of_flip _ i (fun s => by simp [vec_flip, Ne.symm h])

/-- The four-spin correlation of two pairs, each of distinct sites, is one if the pairs
coincide up to order and zero otherwise. -/
theorem four_point (p q : ι × ι) (hp : p.1 ≠ p.2) (hq : q.1 ≠ q.2) :
    mean (fun s => vec s p.1 * vec s p.2 * (vec s q.1 * vec s q.2)) =
      (if q = p then 1 else 0) + (if q = p.swap then 1 else 0) := by
  obtain ⟨i, j⟩ := p
  obtain ⟨k, l⟩ := q
  change i ≠ j at hp
  change k ≠ l at hq
  simp only [Prod.mk.injEq, Prod.swap_prod_mk]
  by_cases hik : i = k
  · subst hik
    have e : ∀ s : ι → ℤˣ, vec s i * vec s j * (vec s i * vec s l) = vec s j * vec s l :=
      fun s => by linear_combination (vec s j * vec s l) * vec_sq s i
    simp only [e, two_point]
    by_cases h : j = l
    · subst h
      simp [hp]
    · simp [hp, h, Ne.symm h]
  · by_cases hil : i = l
    · subst hil
      have e : ∀ s : ι → ℤˣ, vec s i * vec s j * (vec s k * vec s i) = vec s j * vec s k :=
        fun s => by linear_combination (vec s j * vec s k) * vec_sq s i
      simp only [e, two_point]
      by_cases h : j = k
      · subst h
        simp [hp]
      · simp [hp, h, Ne.symm h]
    · -- the spin on site `i` is unpaired
      have h0 : mean (fun s => vec s i * vec s j * (vec s k * vec s l)) = 0 :=
        mean_eq_zero_of_flip _ i
          (fun s => by simp [vec_flip, Ne.symm hp, Ne.symm hik, Ne.symm hil])
      rw [h0]
      simp [Ne.symm hik, Ne.symm hil]

private lemma quad_eq (A : Matrix ι ι ℝ) (s : ι → ℤˣ) :
    quad A s = A.trace + ∑ p, offDiag A p * (vec s p.1 * vec s p.2) := by
  have ht : A.trace = ∑ i, ∑ j, if i = j then A i j else 0 := by simp [Matrix.trace]
  rw [ht, Fintype.sum_prod_type, ← Finset.sum_add_distrib]
  simp only [quad, dotProduct, Matrix.mulVec]
  refine Finset.sum_congr rfl fun i _ => ?_
  rw [Finset.mul_sum, ← Finset.sum_add_distrib]
  refine Finset.sum_congr rfl fun j _ => ?_
  by_cases h : i = j
  · subst h
    simp only [offDiag, if_true]
    linear_combination A i i * vec_sq s i
  · simp only [offDiag, if_neg h]
    ring

private lemma mean_quad (A : Matrix ι ι ℝ) : mean (quad A) = A.trace := by
  have h : quad A = fun s => A.trace + ∑ p, offDiag A p * (vec s p.1 * vec s p.2) :=
    funext (quad_eq A)
  rw [h, mean_add, mean_const, mean_sum, Finset.sum_eq_zero, add_zero]
  intro p _
  rw [mean_mul_left, two_point]
  by_cases hp : p.1 = p.2 <;> simp [offDiag, hp]

private lemma variance_quad (A : Matrix ι ι ℝ) (hA : A.IsSymm) :
    variance (quad A) = 2 * ∑ p, offDiag A p ^ 2 := by
  have hdev : ∀ s, (quad A s - mean (quad A)) ^ 2 = ∑ p, ∑ q, offDiag A p * offDiag A q *
      (vec s p.1 * vec s p.2 * (vec s q.1 * vec s q.2)) := by
    intro s
    rw [mean_quad, quad_eq, add_sub_cancel_left, sq, Finset.sum_mul_sum]
    exact Finset.sum_congr rfl fun p _ => Finset.sum_congr rfl fun q _ => by ring
  unfold variance
  simp only [hdev, mean_sum, mean_mul_left]
  rw [Finset.mul_sum]
  refine Finset.sum_congr rfl fun p _ => ?_
  have hsw : offDiag A p.swap = offDiag A p := by
    by_cases h : p.1 = p.2
    · simp [offDiag, h]
    · simp [offDiag, h, Ne.symm h, hA.apply p.1 p.2]
  -- only the pair itself and its mirror image survive
  have hq : ∀ q, offDiag A p * offDiag A q *
      mean (fun s => vec s p.1 * vec s p.2 * (vec s q.1 * vec s q.2)) =
      offDiag A p * offDiag A q * ((if q = p then 1 else 0) + (if q = p.swap then 1 else 0)) := by
    intro q
    by_cases h1 : p.1 = p.2
    · simp [offDiag, h1]
    · by_cases h2 : q.1 = q.2
      · simp [offDiag, h2]
      · rw [four_point p q h1 h2]
  rw [Finset.sum_congr rfl fun q _ => hq q]
  simp only [mul_add, Finset.sum_add_distrib, mul_ite, mul_one, mul_zero,
    Finset.sum_ite_eq', Finset.mem_univ, if_true, hsw]
  ring

/-- The trace of a polynomial of a real symmetric matrix is the sum of the polynomial over
the eigenvalues. -/
theorem trace_aeval (H : Matrix ι ι ℝ) (hH : H.IsHermitian) (p : ℝ[X]) :
    (aeval H p).trace = ∑ i, p.eval (hH.eigenvalues i) := by
  let U : Matrix ι ι ℝ := (hH.eigenvectorUnitary : Matrix ι ι ℝ)
  have hU : U * star U = 1 := Matrix.mem_unitaryGroup_iff.1 hH.eigenvectorUnitary.2
  have hU' : star U * U = 1 := Matrix.mem_unitaryGroup_iff'.1 hH.eigenvectorUnitary.2
  have hs : SemiconjBy U (diagonal hH.eigenvalues) H := by
    change U * diagonal hH.eigenvalues = H * U
    ext i j
    have h := congrFun (hH.mulVec_eigenvectorBasis j) i
    rw [Matrix.mul_diagonal, mul_comm (U i j)]
    simpa [U, Matrix.mul_apply, Matrix.mulVec, dotProduct,
      Matrix.IsHermitian.eigenvectorUnitary_apply] using h.symm
  -- the eigenvectors of `H` diagonalise every polynomial of `H`
  have key : aeval H p * U = U * diagonal (fun i => p.eval (hH.eigenvalues i)) := by
    induction p using Polynomial.induction_on' with
    | add p q hp hq =>
      rw [map_add, add_mul, hp, hq, ← mul_add, Matrix.diagonal_add]
      simp only [eval_add]
    | monomial m r =>
      rw [aeval_monomial, ← Algebra.smul_def, smul_mul_assoc, ← (hs.pow_right m).eq,
        Matrix.diagonal_pow, ← mul_smul_comm, ← Matrix.diagonal_smul]
      congr 2
      ext i
      simp [eval_monomial]
  calc (aeval H p).trace = (aeval H p * U * star U).trace := by rw [mul_assoc, hU, mul_one]
    _ = (diagonal (fun i => p.eval (hH.eigenvalues i))).trace := by
        rw [key, Matrix.trace_mul_comm, ← mul_assoc, hU', one_mul]
    _ = _ := Matrix.trace_diagonal _

private lemma aeval_symm (H : Matrix ι ι ℝ) (hH : H.IsSymm) (p : ℝ[X]) :
    (aeval H p).IsSymm := by
  change (aeval H p)ᵀ = aeval H p
  induction p using Polynomial.induction_on' with
  | add p q hp hq => rw [map_add, Matrix.transpose_add, hp, hq]
  | monomial m r =>
    rw [aeval_monomial, ← Algebra.smul_def, Matrix.transpose_smul, Matrix.transpose_pow, hH.eq]

/-- For a real symmetric `H` with spectrum in `[-1,1]`, the trace of `T_k(H)²` is at most the
number of sites. -/
theorem trace_cheb_sq_le (H : Matrix ι ι ℝ) (hH : H.IsSymm)
    (hspec : spectrum ℝ H ⊆ Set.Icc (-1) 1) (k : ℤ) :
    (aeval H (Chebyshev.T ℝ k) * aeval H (Chebyshev.T ℝ k)).trace ≤ Fintype.card ι := by
  have hh : H.IsHermitian := by
    rw [Matrix.IsHermitian, Matrix.conjTranspose_eq_transpose_of_trivial]
    exact hH
  rw [← map_mul, trace_aeval H hh]
  have hb : ∀ i, (Chebyshev.T ℝ k * Chebyshev.T ℝ k).eval (hh.eigenvalues i) ≤ 1 := by
    intro i
    have hx := hspec (hh.eigenvalues_mem_spectrum_real i)
    -- write the eigenvalue as `cos θ`, so that `T_k` becomes `cos (k θ)`
    rw [eval_mul, ← Real.cos_arccos hx.1 hx.2, Chebyshev.T_real_cos, ← sq]
    exact Real.cos_sq_le_one _
  calc _ ≤ ∑ _i : ι, (1 : ℝ) := Finset.sum_le_sum fun i _ => hb i
    _ = _ := by simp

/-- The estimator is unbiased: its mean is the average of `T_k` over the eigenvalues of the
real symmetric matrix `H`. -/
theorem mean_chebEstimator (H : Matrix ι ι ℝ) (hH : H.IsHermitian) (k : ℤ) :
    mean (chebEstimator H k) =
      (∑ i, (Chebyshev.T ℝ k).eval (hH.eigenvalues i)) / (Fintype.card ι : ℝ) := by
  rw [← trace_aeval H hH, ← mean_quad]
  exact mean_div _ _

/-- Self-averaging of Chebyshev moments: for a real symmetric `H` on `n ≥ 1` sites with spectrum
in `[-1,1]`, the per-site estimator of every Chebyshev moment has variance at most `2/n`. -/
theorem variance_chebEstimator_le [Nonempty ι] (H : Matrix ι ι ℝ) (hH : H.IsSymm)
    (hspec : spectrum ℝ H ⊆ Set.Icc (-1) 1) (k : ℤ) :
    variance (chebEstimator H k) ≤ 2 / (Fintype.card ι : ℝ) := by
  have hn : (0 : ℝ) < Fintype.card ι := Nat.cast_pos.mpr Fintype.card_pos
  have hA := aeval_symm H hH (Chebyshev.T ℝ k)
  have ht := trace_cheb_sq_le H hH hspec k
  have hv : variance (chebEstimator H k) =
      variance (quad (aeval H (Chebyshev.T ℝ k))) / (Fintype.card ι : ℝ) ^ 2 :=
    variance_div _ _
  rw [hv, variance_quad _ hA]
  generalize aeval H (Chebyshev.T ℝ k) = A at hA ht ⊢
  -- restoring the diagonal can only increase the sum of squares
  have hoff : ∑ p, offDiag A p ^ 2 ≤ (A * A).trace := by
    have e : (A * A).trace = ∑ p : ι × ι, A p.1 p.2 ^ 2 := by
      rw [Fintype.sum_prod_type]
      simp only [Matrix.trace, Matrix.diag_apply, Matrix.mul_apply]
      exact Finset.sum_congr rfl fun i _ => Finset.sum_congr rfl fun j _ => by
        rw [hA.apply i j, sq]
    rw [e]
    refine Finset.sum_le_sum fun p _ => ?_
    by_cases h : p.1 = p.2
    · simp only [offDiag, if_pos h]
      nlinarith [sq_nonneg (A p.1 p.2)]
    · simp only [offDiag, if_neg h, le_refl]
  rw [div_le_div_iff₀ (by positivity) hn]
  nlinarith [mul_le_mul_of_nonneg_right (hoff.trans ht) hn.le]

/-- For a real symmetric `H` on `n ≥ 1` sites with spectrum in `[-1,1]` and `ε > 0`, the fraction
of sign vectors whose estimate misses the mean by at least `ε` is at most `2/(n ε²)`. -/
theorem fraction_of_bad_vectors_le [Nonempty ι] (H : Matrix ι ι ℝ) (hH : H.IsSymm)
    (hspec : spectrum ℝ H ⊆ Set.Icc (-1) 1) (k : ℤ) (ε : ℝ) (hε : 0 < ε) :
    mean (fun s => if ε ≤ |chebEstimator H k s - mean (chebEstimator H k)| then 1 else 0) ≤
      2 / (Fintype.card ι : ℝ) / ε ^ 2 := by
  refine le_trans ?_ (div_le_div_of_nonneg_right
    (variance_chebEstimator_le H hH hspec k) (sq_nonneg ε))
  unfold variance
  rw [← mean_div]
  unfold mean
  refine div_le_div_of_nonneg_right (Finset.sum_le_sum fun s _ => ?_) (Nat.cast_nonneg _)
  split_ifs with h
  · rw [le_div_iff₀ (by positivity), one_mul, ← sq_abs (_ - _)]
    exact pow_le_pow_left₀ hε.le h 2
  · positivity

/-- The matrix with element `1` at `(i, σ i)` for each site `i` and `0` elsewhere. If `σ` pairs all
sites into dimers, it is their hopping matrix. -/
def dimer (σ : ι → ι) : Matrix ι ι ℝ := fun i j => if σ i = j then 1 else 0

/-- The bound is sharp: if `σ` pairs all of the `n ≥ 1` sites into dimers, the hopping matrix is
symmetric with spectrum in `[-1,1]`, and its first-moment estimator has variance `2/n`. -/
theorem dimer_attains_bound [Nonempty ι] (σ : ι → ι) (hσ : ∀ i, σ (σ i) = i)
    (hfree : ∀ i, σ i ≠ i) :
    (dimer σ).IsSymm ∧ spectrum ℝ (dimer σ) ⊆ Set.Icc (-1) 1 ∧
      variance (chebEstimator (dimer σ) 1) = 2 / (Fintype.card ι : ℝ) := by
  have hsymm : (dimer σ).IsSymm := by
    ext i j
    have h : σ j = i ↔ σ i = j :=
      ⟨fun h => by rw [← h, hσ], fun h => by rw [← h, hσ]⟩
    simp only [Matrix.transpose_apply, dimer, h]
  refine ⟨hsymm, ?_, ?_⟩
  · -- hopping twice returns to the start, so every eigenvalue squares to one
    intro μ hμ
    have hsq : dimer σ ^ 2 = 1 := by
      rw [sq]
      ext i j
      rw [Matrix.mul_apply, Finset.sum_eq_single (σ i)]
      · simp [dimer, hσ, Matrix.one_apply]
      · intro b _ hb
        simp [dimer, Ne.symm hb]
      · simp
    have h := spectrum.pow_mem_pow (dimer σ) 2 hμ
    rw [hsq, spectrum.one_eq, Set.mem_singleton_iff] at h
    constructor <;> nlinarith
  · have hn : (Fintype.card ι : ℝ) ≠ 0 := Nat.cast_ne_zero.mpr Fintype.card_ne_zero
    have hv : variance (chebEstimator (dimer σ) 1) =
        variance (quad (aeval (dimer σ) (Chebyshev.T ℝ 1))) / (Fintype.card ι : ℝ) ^ 2 :=
      variance_div _ _
    have hsum : ∑ p, offDiag (dimer σ) p ^ 2 = (Fintype.card ι : ℝ) := by
      have e : ∀ i j, offDiag (dimer σ) (i, j) ^ 2 = if σ i = j then 1 else 0 := by
        intro i j
        by_cases h : i = j
        · subst h
          simp [offDiag, hfree]
        · by_cases h' : σ i = j <;> simp [offDiag, dimer, h, h']
      rw [Fintype.sum_prod_type]
      simp [e]
    rw [hv, Chebyshev.T_one, aeval_X, variance_quad _ hsymm, hsum]
    field_simp

end

end ChebyshevSelfAveraging
```

```lean
#print axioms ChebyshevSelfAveraging.mean_chebEstimator
-- 'ChebyshevSelfAveraging.mean_chebEstimator' depends on axioms: [propext, Classical.choice, Quot.sound]
#print axioms ChebyshevSelfAveraging.variance_chebEstimator_le
-- 'ChebyshevSelfAveraging.variance_chebEstimator_le' depends on axioms: [propext, Classical.choice, Quot.sound]
#print axioms ChebyshevSelfAveraging.fraction_of_bad_vectors_le
-- 'ChebyshevSelfAveraging.fraction_of_bad_vectors_le' depends on axioms: [propext, Classical.choice, Quot.sound]
#print axioms ChebyshevSelfAveraging.dimer_attains_bound
-- 'ChebyshevSelfAveraging.dimer_attains_bound' depends on axioms: [propext, Classical.choice, Quot.sound]
```

## From spin flips to the variance in the code

`mean_eq_zero_of_flip` reindexes the sum by multiplying each configuration by −1 at site i. `two_point` and `four_point` then follow the case distinctions above; inside `four_point`, the sites a and b are called `k` and `l`.

`quad_eq` separates the trace from the fluctuation, and `mean_quad` averages it. `variance_quad` expands the square as a double sum over pairs `p` and `q`, where only `q = p` and `q = p.swap` survive. Symmetry makes the two terms equal, which gives the factor 2.

## From eigenvalues to the bounds in the code

`trace_aeval` collects the eigenvectors in a matrix `U`, proves p(H)U = U p(Λ), with Λ the diagonal matrix of eigenvalues, by induction on the polynomial, and finishes with cyclicity of the trace. `trace_cheb_sq_le` writes each eigenvalue as the cosine of its arccosine and uses cos² ≤ 1. `mean_chebEstimator` identifies the mean with μ_k.

In `variance_chebEstimator_le`, `aeval_symm` supplies the symmetry of T_k(H), `hv` takes out the factor 1/n², `hoff` restores the diagonal, and the last lines clear the denominators. `fraction_of_bad_vectors_le` compares the indicator with the squared deviation, configuration by configuration. `dimer_attains_bound` gets the spectrum from `hsq`, which is H² = 1, and counts the off-diagonal elements in `hsum`.
